# The Dennis–Moré characterisation of superlinear convergence for linear equations

A quasi-Newton iteration can be modelled as an algorithm, which computes each step by inverting a model operator, or as a relation between given sequences of operators, steps and iterates. The relation is used here. It requires that each step solve the model equation, but not that the model operator be invertible or come from a particular update formula. For a linear equation whose operator has a bounded inverse, the result therefore covers any scheme of this kind that takes full steps and never reaches the solution exactly.

## Accuracy along the steps and decay of the error

Let $E$ be a real normed space and $A$ a bounded linear operator on $E$ with a bounded inverse. Let $p$ be the solution of $Ap=b$. For $k=0,1,2,\dots$ let bounded linear operators $B_k$, steps $s_k$ and iterates $x_k$ satisfy

$$B_k s_k = b - A x_k,\qquad x_{k+1} = x_k + s_k,\qquad x_k \neq p .$$

Write $e_k = x_k - p$ for the error, and define

$$\delta_k = \frac{\|(B_k-A)s_k\|}{\|s_k\|},\qquad r_k = \frac{\|e_{k+1}\|}{\|e_k\|}.$$

The claim is that $\delta_k\to0$ if and only if $r_k\to0$. The first limit is the Dennis–Moré condition; the second is superlinear convergence.

Both denominators are nonzero. For $e_k$ this is assumed. If $s_k$ were zero, then $b-Ax_k=B_k0=0$, hence $A(p-x_k)=0$ and $x_k=p$, which is excluded.

The model error along the step is the next residual:

$$(B_k-A)s_k = b-Ax_k-As_k = b-Ax_{k+1} = -Ae_{k+1}.$$

Taking norms gives $\delta_k\|s_k\|=\|Ae_{k+1}\|$. Moreover $s_k=e_{k+1}-e_k$, so the triangle inequality in its two forms gives

$$(1-r_k)\|e_k\| \le \|s_k\| \le (1+r_k)\|e_k\|.$$

The lower bound on the step, together with $\|Ae_{k+1}\|\le\|A\|\,r_k\|e_k\|$, yields

$$\delta_k(1-r_k)\|e_k\| \le \delta_k\|s_k\| \le \|A\|\,r_k\|e_k\|.$$

The upper bound, together with $\|e_{k+1}\|\le\|A^{-1}\|\,\|Ae_{k+1}\|$, yields

$$r_k\|e_k\| \le \|A^{-1}\|\,\delta_k\|s_k\| \le \|A^{-1}\|\,\delta_k(1+r_k)\|e_k\|.$$

Dividing by $\|e_k\|$ leaves

$$\delta_k(1-r_k)\le\|A\|\,r_k,\qquad r_k\le\|A^{-1}\|\,\delta_k(1+r_k).$$

If $r_k\to0$, then eventually $r_k\le\tfrac12$, and the first inequality gives $\delta_k\le2\|A\|r_k\to0$. If $\delta_k\to0$, put $v_k=\|A^{-1}\|\delta_k$. The second inequality becomes $r_k(1-v_k)\le v_k$, so once $v_k\le\tfrac12$ we have $r_k\le2v_k\to0$.

Two consequences follow from the Dennis–Moré condition. From some index $N$ on, $r_k\le\tfrac12$, so $\|e_{N+j}\|\le2^{-j}\|e_N\|$ and $x_k\to p$. Dividing the step bounds by $\|e_k\|$ also gives $1-r_k\le\|s_k\|/\|e_k\|\le1+r_k$, so the step length divided by the current error tends to one.

For a nonlinear equation, the derivative at the solution takes the place of $A$, and the residual identity acquires a remainder whose control requires the iterates to be near the solution. In the linear case there is no remainder, and convergence is a conclusion instead of an assumption.

In a self-consistent-field calculation linearised about its fixed point, $b-Ax$ is the residual of the density or potential, and $B_k$ is the mixing scheme's model of $A$. Within that linear model with full steps, superlinear convergence depends on the model's accuracy along the steps actually taken.

## The iteration as a relation

The space `E` carries an arbitrary norm and may have any dimension. Completeness is not required.

In Lean 4 with Mathlib:

```lean
import Mathlib

open Filter Topology

namespace DennisMoreLinear

noncomputable section

variable {E : Type*} [NormedAddCommGroup E] [NormedSpace ℝ E]
```

The type `E ≃L[ℝ] E` makes $A$ a continuous linear map with a continuous linear inverse. Physically, every change of $x$ alters the residual, by an amount bounded below in proportion to the change. The type `E →L[ℝ] E` of each `B k` requires boundedness only.

```lean
/-- A quasi-Newton iteration for the linear equation `A x = b`: the model operator `B k` maps the
step `s k` to the current residual, and the full step is taken. -/
structure IsQuasiNewtonRun (A : E ≃L[ℝ] E) (b : E) (B : ℕ → E →L[ℝ] E)
    (x s : ℕ → E) : Prop where
  solve : ∀ k, B k (s k) = b - A (x k)
  update : ∀ k, x (k + 1) = x k + s k
```

The field `solve` is the model equation and `update` is the undamped step. A step scaled by a factor $t\neq0$, through damping or a line search, fits the relation with $B_k/t$ in place of $B_k$, and the Dennis–Moré condition then concerns the rescaled operator. Rounding errors are not represented.

The two ratios are $\delta_k$ and $r_k$. The first is written with `B k (s k) - A (s k)`, which is $(B_k-A)s_k$.

```lean
/-- The error of the model operator along the step, relative to the step length
(for nonzero steps). -/
def dennisMoreRatio (A : E ≃L[ℝ] E) (B : ℕ → E →L[ℝ] E) (s : ℕ → E) (k : ℕ) : ℝ :=
  ‖B k (s k) - A (s k)‖ / ‖s k‖

/-- The factor by which one iteration changes the distance to `p` (for `x k ≠ p`). -/
def errorRatio (x : ℕ → E) (p : E) (k : ℕ) : ℝ :=
  ‖x (k + 1) - p‖ / ‖x k - p‖
```

## The residual identity and the step length

The identity $(B_k-A)s_k=b-Ax_{k+1}$ needs only the two equations of the run. The proof substitutes them, expands $A(x_k+s_k)$ by linearity and rearranges.

```lean
variable {A : E ≃L[ℝ] E} {b p : E} {B : ℕ → E →L[ℝ] E} {x s : ℕ → E}

/-- The error of the model operator along the step is the residual at the next iterate. -/
theorem model_error_eq_residual (h : IsQuasiNewtonRun A b B x s) (k : ℕ) :
    B k (s k) - A (s k) = b - A (x (k + 1)) := by
  rw [h.solve k, h.update k, map_add]
  abel
```

The next theorem supplies the nonzero denominator of $\delta_k$. Injectivity of `A` turns a vanishing residual into $x_k=p$.

```lean
/-- Away from the solution the quasi-Newton step does not vanish. -/
theorem step_ne_zero (h : IsQuasiNewtonRun A b B x s) (hp : A p = b) {k : ℕ}
    (hx : x k ≠ p) : s k ≠ 0 := by
  intro hs
  have h0 := h.solve k
  rw [hs, map_zero, ← hp, ← map_sub] at h0
  have h1 : p - x k = 0 := A.injective (h0.symm.trans (map_zero A).symm)
  exact hx (sub_eq_zero.1 h1).symm
```

For the step bounds, `hs` writes the step as a difference of consecutive errors. The facts `h1` and `h2` are the two triangle inequalities, and `hr` is $r_k\|e_k\|=\|e_{k+1}\|$. The rest is linear arithmetic.

```lean
/-- The step length differs from the current error by at most the error ratio times
the current error. -/
theorem step_length_bounds (h : IsQuasiNewtonRun A b B x s) {k : ℕ} (hx : x k ≠ p) :
    (1 - errorRatio x p k) * ‖x k - p‖ ≤ ‖s k‖ ∧
      ‖s k‖ ≤ (1 + errorRatio x p k) * ‖x k - p‖ := by
  have he : ‖x k - p‖ ≠ 0 := norm_ne_zero_iff.2 (sub_ne_zero.2 hx)
  have hr : errorRatio x p k * ‖x k - p‖ = ‖x (k + 1) - p‖ := div_mul_cancel₀ _ he
  -- the step is the difference of two consecutive errors
  have hs : s k = (x (k + 1) - p) - (x k - p) := by
    rw [h.update k]
    abel
  have h1 := norm_sub_le (x (k + 1) - p) (x k - p)
  have h2 := norm_sub_norm_le (x k - p) (x (k + 1) - p)
  rw [norm_sub_rev (x k - p) (x (k + 1) - p)] at h2
  rw [← hs] at h1 h2
  constructor <;> linarith
```

## Two inequalities between the ratios

Here `hp : A p = b` identifies $p$ as the solution. In the proof, `hd` is the equality $\delta_k\|s_k\|=\|Ae_{k+1}\|$. The two `calc` chains are the two displayed chains of the derivation by hand, and `le_of_mul_le_mul_right` cancels the positive factor $\|e_k\|$. The norms of `A` and `A.symm`, regarded as continuous linear maps, are $\|A\|$ and $\|A^{-1}\|$.

```lean
/-- Two inequalities between the Dennis-Moré ratio and the error ratio, with constants given by the
norms of `A` and of its inverse. -/
theorem ratio_bounds (h : IsQuasiNewtonRun A b B x s) (hp : A p = b) {k : ℕ}
    (hx : x k ≠ p) :
    dennisMoreRatio A B s k * (1 - errorRatio x p k)
        ≤ ‖(A : E →L[ℝ] E)‖ * errorRatio x p k ∧
      errorRatio x p k
        ≤ ‖(A.symm : E →L[ℝ] E)‖ * dennisMoreRatio A B s k * (1 + errorRatio x p k) := by
  have he : 0 < ‖x k - p‖ := norm_pos_iff.2 (sub_ne_zero.2 hx)
  have hr : errorRatio x p k * ‖x k - p‖ = ‖x (k + 1) - p‖ := div_mul_cancel₀ _ he.ne'
  have hd0 : 0 ≤ dennisMoreRatio A B s k := div_nonneg (norm_nonneg _) (norm_nonneg _)
  -- the model error has the norm of `A` applied to the new error
  have hd : dennisMoreRatio A B s k * ‖s k‖ = ‖A (x (k + 1) - p)‖ := by
    have h1 : dennisMoreRatio A B s k * ‖s k‖ = ‖B k (s k) - A (s k)‖ :=
      div_mul_cancel₀ _ (norm_ne_zero_iff.2 (step_ne_zero h hp hx))
    rw [h1, model_error_eq_residual h k, ← hp, map_sub, norm_sub_rev]
  obtain ⟨hlo, hhi⟩ := step_length_bounds h hx
  constructor
  · have hA : ‖A (x (k + 1) - p)‖ ≤ ‖(A : E →L[ℝ] E)‖ * ‖x (k + 1) - p‖ :=
      (A : E →L[ℝ] E).le_opNorm _
    refine le_of_mul_le_mul_right ?_ he
    calc dennisMoreRatio A B s k * (1 - errorRatio x p k) * ‖x k - p‖
        = dennisMoreRatio A B s k * ((1 - errorRatio x p k) * ‖x k - p‖) := by ring
      _ ≤ dennisMoreRatio A B s k * ‖s k‖ := mul_le_mul_of_nonneg_left hlo hd0
      _ ≤ ‖(A : E →L[ℝ] E)‖ * ‖x (k + 1) - p‖ := hd.le.trans hA
      _ = ‖(A : E →L[ℝ] E)‖ * errorRatio x p k * ‖x k - p‖ := by rw [← hr]; ring
  · have hA := (A.symm : E →L[ℝ] E).le_opNorm (A (x (k + 1) - p))
    rw [ContinuousLinearEquiv.coe_coe, A.symm_apply_apply, ← hd] at hA
    refine le_of_mul_le_mul_right ?_ he
    calc errorRatio x p k * ‖x k - p‖
        ≤ ‖(A.symm : E →L[ℝ] E)‖ * (dennisMoreRatio A B s k * ‖s k‖) := hr.le.trans hA
      _ ≤ ‖(A.symm : E →L[ℝ] E)‖ * (dennisMoreRatio A B s k *
            ((1 + errorRatio x p k) * ‖x k - p‖)) :=
          mul_le_mul_of_nonneg_left (mul_le_mul_of_nonneg_left hhi hd0) (norm_nonneg _)
      _ = _ := by ring
```

Both limits come from one lemma about real sequences. If $u_k\ge0$, $u_k(1-v_k)\le c\,v_k$ and $v_k\to0$, then eventually $v_k\le\tfrac12$, hence $u_k\le2c\,v_k$, and squeezing finishes the argument.

```lean
/-- A nonnegative sequence `u` with `u (1 - v) ≤ c v` tends to zero when `v` does. -/
private lemma tendsto_zero_of_implicit {u v : ℕ → ℝ} {c : ℝ} (hu : ∀ k, 0 ≤ u k)
    (huv : ∀ k, u k * (1 - v k) ≤ c * v k) (hv : Tendsto v atTop (𝓝 0)) :
    Tendsto u atTop (𝓝 0) := by
  have hlim : Tendsto (fun k => 2 * c * v k) atTop (𝓝 0) := by
    simpa using hv.const_mul (2 * c)
  refine squeeze_zero' (Eventually.of_forall hu) ?_ hlim
  filter_upwards [hv.eventually_le_const (by norm_num : (0 : ℝ) < 1 / 2)] with k hk
  nlinarith [huv k, mul_nonneg (hu k) (sub_nonneg.2 hk)]
```

## Equivalence of the two limits

The statement `Tendsto f atTop (𝓝 0)` says that $f(k)\to0$ as $k\to\infty$. The hypothesis `hx` says that no iterate equals the solution. It describes a run that does not terminate exactly, since after an exact hit the error ratio would lose its meaning.

From left to right, the lemma is applied with $u_k=r_k$, $v_k=\|A^{-1}\|\delta_k$ and $c=1$. From right to left, it is applied with $u_k=\delta_k$, $v_k=r_k$ and $c=\|A\|$.

```lean
/-- **Dennis-Moré characterisation, linear case.** If no iterate equals the solution, the iterates
approach it superlinearly, in the sense that the error ratio tends to zero, if and only if the
relative error of the model operator along the steps tends to zero. -/
theorem dennis_more_iff (h : IsQuasiNewtonRun A b B x s) (hp : A p = b)
    (hx : ∀ k, x k ≠ p) :
    Tendsto (dennisMoreRatio A B s) atTop (𝓝 0) ↔
      Tendsto (errorRatio x p) atTop (𝓝 0) := by
  constructor
  · intro hd
    have hv : Tendsto (fun k => ‖(A.symm : E →L[ℝ] E)‖ * dennisMoreRatio A B s k)
        atTop (𝓝 0) := by
      simpa using hd.const_mul ‖(A.symm : E →L[ℝ] E)‖
    refine tendsto_zero_of_implicit (c := 1)
      (fun k => div_nonneg (norm_nonneg _) (norm_nonneg _)) (fun k => ?_) hv
    linarith [(ratio_bounds h hp (hx k)).2]
  · intro hr
    exact tendsto_zero_of_implicit (fun k => div_nonneg (norm_nonneg _) (norm_nonneg _))
      (fun k => (ratio_bounds h hp (hx k)).1) hr
```

The theorem does not establish either limit for a particular update formula. For a given method, the Dennis–Moré condition remains to be derived from the way in which it constructs $B_k$.

## Convergence and an error estimate from the step

The first corollary requires no closeness of $x_0$ to $p$, but it does assume the Dennis–Moré condition for the run and, as before, that no iterate equals $p$. The induction `hb` is the bound $\|e_{N+j}\|\le2^{-j}\|e_N\|$, with the index written as `j + N`. The geometric sequence then forces the error to zero.

```lean
/-- Under the Dennis-Moré condition the iterates converge to the solution from any start. -/
theorem tendsto_solution (h : IsQuasiNewtonRun A b B x s) (hp : A p = b)
    (hx : ∀ k, x k ≠ p) (hd : Tendsto (dennisMoreRatio A B s) atTop (𝓝 0)) :
    Tendsto x atTop (𝓝 p) := by
  have hr := (dennis_more_iff h hp hx).1 hd
  obtain ⟨N, hN⟩ := eventually_atTop.1
    (hr.eventually_le_const (by norm_num : (0 : ℝ) < 1 / 2))
  -- from index `N` on, every iteration at least halves the error
  have hb : ∀ j : ℕ, ‖x (j + N) - p‖ ≤ (1 / 2 : ℝ) ^ j * ‖x N - p‖ := by
    intro j
    induction j with
    | zero => simp
    | succ j ih =>
      have he : 0 < ‖x (j + N) - p‖ := norm_pos_iff.2 (sub_ne_zero.2 (hx _))
      have h1 : ‖x (j + N + 1) - p‖ ≤ 1 / 2 * ‖x (j + N) - p‖ :=
        (div_le_iff₀ he).1 (hN (j + N) (by omega))
      rw [show j + 1 + N = j + N + 1 by omega, pow_succ]
      linarith
  have hg : Tendsto (fun j : ℕ => (1 / 2 : ℝ) ^ j * ‖x N - p‖) atTop (𝓝 0) := by
    simpa using (tendsto_pow_atTop_nhds_zero_of_lt_one
      (by norm_num : (0 : ℝ) ≤ 1 / 2) (by norm_num)).mul_const ‖x N - p‖
  exact tendsto_iff_norm_sub_tendsto_zero.2
    ((tendsto_add_atTop_iff_nat (f := fun k => ‖x k - p‖) N).1
      (squeeze_zero (fun _ => norm_nonneg _) hb hg))
```

The second corollary squeezes $\|s_k\|/\|e_k\|$ between $1-r_k$ and $1+r_k$. If no iterate equals the solution and the Dennis–Moré condition holds, the computable step length is therefore asymptotically equal to the norm of the unknown error.

```lean
/-- Under the Dennis-Moré condition the ratio of the step length to the current error
tends to one. -/
theorem step_length_estimates_error (h : IsQuasiNewtonRun A b B x s) (hp : A p = b)
    (hx : ∀ k, x k ≠ p) (hd : Tendsto (dennisMoreRatio A B s) atTop (𝓝 0)) :
    Tendsto (fun k => ‖s k‖ / ‖x k - p‖) atTop (𝓝 1) := by
  have hr := (dennis_more_iff h hp hx).1 hd
  have hlo : Tendsto (fun k => 1 - errorRatio x p k) atTop (𝓝 1) := by
    simpa using hr.const_sub 1
  have hhi : Tendsto (fun k => 1 + errorRatio x p k) atTop (𝓝 1) := by
    simpa using hr.const_add 1
  have he : ∀ k, 0 < ‖x k - p‖ := fun k => norm_pos_iff.2 (sub_ne_zero.2 (hx k))
  exact tendsto_of_tendsto_of_tendsto_of_le_of_le hlo hhi
    (fun k => (le_div_iff₀ (he k)).2 (step_length_bounds h (hx k)).1)
    (fun k => (div_le_iff₀ (he k)).2 (step_length_bounds h (hx k)).2)
```

## A run whose model operators stay away from $A$

The Dennis–Moré condition does not force $B_k$ to approach $A$. In the plane, take $A=1$, $b=0$ and $p=0$, with

$$x_k=\Bigl(\frac1{(k+1)!},\,0\Bigr),\qquad B_k=\begin{pmatrix}\frac{k+2}{k+1}&0\\0&2\end{pmatrix}.$$

```lean
/-- Iterates in the plane on the first axis, at distance `1 / (k + 1)!` from the origin. -/
def planeX (k : ℕ) : ℝ × ℝ := (((k + 1).factorial : ℝ)⁻¹, 0)

/-- Diagonal model operators with entries `(k + 2) / (k + 1)` and `2`. -/
def planeB (k : ℕ) : ℝ × ℝ →L[ℝ] ℝ × ℝ :=
  ((((k : ℝ) + 2) / ((k : ℝ) + 1)) • ContinuousLinearMap.fst ℝ ℝ ℝ).prod
    ((2 : ℝ) • ContinuousLinearMap.snd ℝ ℝ ℝ)
```

The first component of the step is

$$\frac1{(k+2)!}-\frac1{(k+1)!}=-\frac{k+1}{k+2}\cdot\frac1{(k+1)!},$$

and the second is zero. Thus $B_ks_k=-x_k$, as the model equation requires. The error ratio is $r_k=1/(k+2)$, and along the first axis $\delta_k=\frac{k+2}{k+1}-1=\frac1{k+1}$. Both tend to zero. Yet $B_k$ sends $(0,1)$ to $(0,2)$ for every $k$, whereas $A$ leaves that vector fixed. The steps never probe the second axis, so the model's error there has no effect on the run.

The theorem states these properties in four parts: the run satisfies its equations, it never reaches the origin, it meets the Dennis–Moré condition, and every model operator doubles $(0,1)$. The proof checks the model equation componentwise. It then computes the error ratio $1/(k+2)$ and obtains the Dennis–Moré condition from the right-to-left direction of `dennis_more_iff`. The norm on `ℝ × ℝ` is the maximum norm, which on the first axis is the absolute value of the first component.

```lean
/-- For `A = 1` and `b = 0` in the plane, these operators and iterates form a quasi-Newton run that
never hits the solution and meets the Dennis-Moré condition, although every model operator doubles
the vector `(0, 1)`. -/
theorem dennis_more_witness :
    IsQuasiNewtonRun (ContinuousLinearEquiv.refl ℝ (ℝ × ℝ)) 0 planeB planeX
        (fun k => planeX (k + 1) - planeX k) ∧
      (∀ k, planeX k ≠ 0) ∧
      Tendsto (dennisMoreRatio (ContinuousLinearEquiv.refl ℝ (ℝ × ℝ)) planeB
        (fun k => planeX (k + 1) - planeX k)) atTop (𝓝 0) ∧
      ∀ k, planeB k (0, 1) = (0, 2) := by
  have hf : ∀ k : ℕ, ((k + 1).factorial : ℝ) ≠ 0 := fun k =>
    Nat.cast_ne_zero.2 (Nat.factorial_ne_zero _)
  have hsucc : ∀ k : ℕ, ((k + 1 + 1).factorial : ℝ) = ((k : ℝ) + 2) * (k + 1).factorial := by
    intro k
    rw [Nat.factorial_succ (k + 1), Nat.cast_mul]
    push_cast
    ring
  have hrun : IsQuasiNewtonRun (ContinuousLinearEquiv.refl ℝ (ℝ × ℝ)) 0 planeB planeX
      (fun k => planeX (k + 1) - planeX k) := by
    refine ⟨fun k => ?_, fun k => by abel⟩
    have h1 : (k : ℝ) + 1 ≠ 0 := by positivity
    have h2 : (k : ℝ) + 2 ≠ 0 := by positivity
    have h3 := hf k
    apply Prod.ext
    · change ((k : ℝ) + 2) / ((k : ℝ) + 1) *
        (((k + 1 + 1).factorial : ℝ)⁻¹ - ((k + 1).factorial : ℝ)⁻¹)
          = 0 - ((k + 1).factorial : ℝ)⁻¹
      rw [hsucc k]
      generalize ((k + 1).factorial : ℝ) = f at h3 ⊢
      field_simp
      ring
    · change (2 : ℝ) * (0 - 0) = 0 - 0
      norm_num
  have hne : ∀ k, planeX k ≠ 0 := fun k h0 => inv_ne_zero (hf k) (congrArg Prod.fst h0)
  have hnorm : ∀ k, ‖planeX k‖ = ((k + 1).factorial : ℝ)⁻¹ := by
    intro k
    change max ‖((k + 1).factorial : ℝ)⁻¹‖ ‖(0 : ℝ)‖ = _
    rw [norm_zero, max_eq_left (norm_nonneg _), Real.norm_of_nonneg (by positivity)]
  refine ⟨hrun, hne, (dennis_more_iff hrun (map_zero _) hne).2 ?_, fun k => ?_⟩
  · -- the error ratio is `1 / (k + 2)`
    have hlim := (tendsto_add_atTop_iff_nat 1).2
      (tendsto_one_div_add_atTop_nhds_zero_nat (𝕜 := ℝ))
    refine hlim.congr (fun k => ?_)
    have h2 : (k : ℝ) + 2 ≠ 0 := by positivity
    have h3 := hf k
    rw [errorRatio, sub_zero, sub_zero, hnorm, hnorm, hsucc k, Nat.cast_add, Nat.cast_one,
      show (k : ℝ) + 1 + 1 = (k : ℝ) + 2 by ring]
    generalize ((k + 1).factorial : ℝ) = f at h3 ⊢
    field_simp
  · apply Prod.ext
    · change ((k : ℝ) + 2) / ((k : ℝ) + 1) * 0 = 0
      ring
    · change (2 : ℝ) * 1 = 2
      norm_num

end

end DennisMoreLinear
```

```lean
#print axioms DennisMoreLinear.dennis_more_iff
-- 'DennisMoreLinear.dennis_more_iff' depends on axioms: [propext, Classical.choice, Quot.sound]
#print axioms DennisMoreLinear.tendsto_solution
-- 'DennisMoreLinear.tendsto_solution' depends on axioms: [propext, Classical.choice, Quot.sound]
#print axioms DennisMoreLinear.step_length_estimates_error
-- 'DennisMoreLinear.step_length_estimates_error' depends on axioms: [propext, Classical.choice, Quot.sound]
```
